# Exactness on cubics and noise growth of the Hass–Velicky–Ehrenreich continuation step

## Question

The step $F(z - ih) \approx 4F(z) - F(z+h) - F(z-h) - F(z+ih)$ is exact when $F$ is a complex polynomial of degree at most 3, but iterated row by row on a square grid it can amplify noise exponentially. If the first row (row $0$) is zero and the second (row $1$) carries the noise $\varepsilon(-1)^j$ in column $j$, with $\varepsilon > 0$, then row $m$ holds an alternating pattern of amplitude
$$a_m = \varepsilon\,\frac{(3+2\sqrt2)^m - (3-2\sqrt2)^m}{4\sqrt2},$$
and $a_m \ge \varepsilon\,5^{m-1}$ for $m \ge 1$. I meet this step when a Green function computed at complex energies is continued towards the real axis. How can both claims be stated and proved in Lean 4 with Mathlib?

## Answer

### How the objects are set up

The single step is `hveStep F z h`, the number $4F(z) - F(z+h) - F(z-h) - F(z+ih)$ for a function $F:\mathbb C\to\mathbb C$, a complex energy $z$ and a spacing $h$. The spacing is allowed to be complex. The physical case is real $h > 0$ and $z$ in the upper half-plane, where $z - ih$ lies below $z$, in the direction of the real axis.

The grid point in row $m \in \mathbb N$ and column $j \in \mathbb Z$ is `gridPoint z₀ h m j`, equal to $z_{m,j} = z_0 + jh - m\,ih$. Rows are counted from $0$, so for $h>0$ the row index increases downwards from the reference energy $z_0$. A row of data is a function `ℤ → ℂ`, infinite in both directions, so the grid has no edges. The recursion `hveGrid r₀ r₁` produces values $G_{m,j}$ from two starting rows $r_0$ and $r_1$:
$$G_{0,j} = r_0(j),\quad G_{1,j} = r_1(j),\quad G_{m+2,j} = 4G_{m+1,j} - G_{m+1,j+1} - G_{m+1,j-1} - G_{m,j}.$$
It acts on arrays of numbers and refers neither to $z_0$ nor to $h$. The energies enter through `sampleRow p z₀ h m`, the row of exact values $p(z_{m,j})$ of a polynomial $p$ with complex coefficients $c_k$ (`p.coeff k`). The degree condition is `p.natDegree ≤ 3`, which includes the zero polynomial.

The noise is `altNoise a`, the row $a(-1)^j$ with real $a$ and an integer power, so negative columns are covered. The amplitude $a_m$ is `noiseAmp ε m`. Finally `noisyError p z₀ h ε m j` is $E_{m,j} = G_{m,j} - p(z_{m,j})$ when row $0$ holds exact samples and row $1$ holds exact samples plus $\varepsilon(-1)^j$.

### Derivation by hand

For the single step, let $p$ have degree at most 4 and put $q = c_2 + 3c_3 z + 6c_4 z^2$, the coefficient of $\delta^2$ in $p(z+\delta)$. In $p(z+\delta) + p(z-\delta)$ the odd powers of $\delta$ cancel, which leaves
$$p(z+\delta) + p(z-\delta) = 2p(z) + 2q\,\delta^2 + 2c_4\delta^4 .$$
Take $\delta = h$ and $\delta = ih$ and add. Since $i^2 = -1$ the terms in $q$ cancel, and since $i^4 = 1$ the quartic terms add:
$$p(z+h) + p(z-h) + p(z+ih) + p(z-ih) = 4p(z) + 4c_4h^4 .$$
Rearranged,
$$4p(z) - p(z+h) - p(z-h) - p(z+ih) = p(z-ih) - 4c_4h^4 .$$
For degree at most 3, $c_4 = 0$ and the step is exact. Conversely, if the degree is at most 4, $h \ne 0$ and the step is exact at some $z$, then $c_4h^4 = 0$, so $c_4 = 0$ and the degree is at most 3.

On the grid, the four neighbours of $z_{m+1,j}$ are $z_{m+1,j} \pm h = z_{m+1,j\pm1}$, $z_{m+1,j} + ih = z_{m,j}$ and $z_{m+1,j} - ih = z_{m+2,j}$. The recursion is therefore the step centred at $z_{m+1,j}$. If rows $m$ and $m+1$ hold exact values of a polynomial of degree at most 3, so does row $m+2$, and by induction every row does. The recursion is linear, so when the starting rows are sums, every later row is the sum of the separately propagated rows. With $r_0$ exact and $r_1$ exact plus noise, $E_{m,j}$ is the result of propagating a zero row and the noise row alone.

For the noise, suppose rows $m$ and $m+1$ are $a_m(-1)^j$ and $a_{m+1}(-1)^j$. Both horizontal neighbours carry the sign $-(-1)^j$, so
$$G_{m+2,j} = (4a_{m+1} + a_{m+1} + a_{m+1} - a_m)(-1)^j = (6a_{m+1} - a_m)(-1)^j .$$
The pattern stays alternating, and its amplitude obeys $a_0 = 0$, $a_1 = \varepsilon$, $a_{m+2} = 6a_{m+1} - a_m$. The numbers $\lambda_\pm = 3 \pm 2\sqrt2$ satisfy $\lambda^2 = 6\lambda - 1$, because $(3 \pm 2s)^2 - 6(3 \pm 2s) + 1 = 4(s^2 - 2)$ vanishes at $s = \sqrt2$. Hence $\lambda_\pm^m$ solve the recurrence, and so does $\varepsilon(\lambda_+^m - \lambda_-^m)/(4\sqrt2)$. This expression is $0$ at $m = 0$ and, as $\lambda_+ - \lambda_- = 4\sqrt2$, equal to $\varepsilon$ at $m = 1$. It is therefore the amplitude $a_m$.

For the lower bound let $\varepsilon \ge 0$ and carry three inequalities together: $0 \le a_m$, $5a_m \le a_{m+1}$ and $\varepsilon 5^m \le a_{m+1}$. At $m = 0$ they read $0 \le 0$, $0 \le \varepsilon$ and $\varepsilon \le \varepsilon$. If they hold at $m$, then $a_{m+1} \ge 5a_m \ge 0$, so $a_m \le a_{m+1}$ and $a_{m+2} = 6a_{m+1} - a_m \ge 5a_{m+1} \ge \varepsilon 5^{m+1}$. Since $a_m \ge 0$ and $|(-1)^j| = 1$, the error has modulus $|E_{m,j}| = a_m$, and for $\varepsilon > 0$ it grows without bound in $m$.

### A numerical instance

Take $z = i$ and $h = 1$, so the target is $z - ih = 0$. For $p(x) = x^3$ the values are $p(i) = -i$, $p(1+i) = -2+2i$, $p(-1+i) = 2+2i$ and $p(2i) = -8i$. The step gives $-4i - 4i + 8i = 0 = p(0)$. For $p(x) = x^4$ the values are $1, -4, -4, 16$, and the step gives $4 + 4 + 4 - 16 = -4$, which is $p(0) - 4c_4h^4$.

The recurrence gives $a_m/\varepsilon = 0, 1, 6, 35, 204, 1189$ for $m = 0,\dots,5$, against the bound $5^{m-1} = 1, 5, 25, 125, 625$ for $m = 1,\dots,5$. The closed form agrees at $m = 2$, where $\lambda_\pm^2 = 17 \pm 12\sqrt2$ and $24\sqrt2/(4\sqrt2) = 6$. Continuing, $a_9/\varepsilon = 1372105$, so a noise of $10^{-6}$ in row $1$ becomes about $1.37$ in row $9$.

### The Lean file

```lean
import Mathlib

open Polynomial Complex Filter

namespace HassVelickyEhrenreich

noncomputable section

/-- One continuation step: the estimate of `F (z - i h)` from the values of `F` at `z`,
`z + h`, `z - h` and `z + i h`. -/
def hveStep (F : ℂ → ℂ) (z h : ℂ) : ℂ :=
  4 * F z - F (z + h) - F (z - h) - F (z + I * h)

/-- The row-by-row recursion on the square energy grid, started from rows `r₀` and `r₁`. -/
def hveGrid (r₀ r₁ : ℤ → ℂ) : ℕ → ℤ → ℂ
  | 0 => r₀
  | 1 => r₁
  | m + 2 => fun j => 4 * hveGrid r₀ r₁ (m + 1) j - hveGrid r₀ r₁ (m + 1) (j + 1)
      - hveGrid r₀ r₁ (m + 1) (j - 1) - hveGrid r₀ r₁ m j

/-- The complex energy `z₀ + j h - m i h` in row `m` and column `j` of the grid. -/
def gridPoint (z₀ h : ℂ) (m : ℕ) (j : ℤ) : ℂ := z₀ + j * h - m * (I * h)

/-- The exact values of the polynomial `p` on row `m` of the grid. -/
def sampleRow (p : ℂ[X]) (z₀ h : ℂ) (m : ℕ) : ℤ → ℂ := fun j => p.eval (gridPoint z₀ h m j)

/-- The alternating row `a (-1)^j`. -/
def altNoise (a : ℝ) : ℤ → ℂ := fun j => (a : ℂ) * (-1) ^ j

/-- The amplitude `ε ((3 + 2√2)^m - (3 - 2√2)^m) / (4√2)`. -/
def noiseAmp (ε : ℝ) (m : ℕ) : ℝ :=
  ε * ((3 + 2 * √2) ^ m - (3 - 2 * √2) ^ m) / (4 * √2)

/-- The deviation from `p` in row `m`, column `j`, when the recursion starts from samples
of `p` with the noise `ε (-1)^j` added to the second row. -/
def noisyError (p : ℂ[X]) (z₀ h : ℂ) (ε : ℝ) (m : ℕ) (j : ℤ) : ℂ :=
  hveGrid (sampleRow p z₀ h 0) (sampleRow p z₀ h 1 + altNoise ε) m j - sampleRow p z₀ h m j

/-- For degree at most four the step gives `p (z - i h) - 4 c₄ h⁴`, with `c₄` the quartic
coefficient. -/
theorem hveStep_quartic (p : ℂ[X]) (hp : p.natDegree ≤ 4) (z h : ℂ) :
    hveStep (fun x => p.eval x) z h = p.eval (z - I * h) - 4 * p.coeff 4 * h ^ 4 := by
  have h5 : p.natDegree < 5 := by omega
  have e : ∀ x, p.eval x = p.coeff 0 + p.coeff 1 * x + p.coeff 2 * x ^ 2
      + p.coeff 3 * x ^ 3 + p.coeff 4 * x ^ 4 := by
    intro x
    rw [eval_eq_sum_range' h5]
    simp only [Finset.sum_range_succ, Finset.sum_range_zero]
    ring
  simp only [hveStep, e]
  -- the quadratic terms in `h` and in `i h` cancel
  linear_combination (-(h ^ 2) * (2 * p.coeff 2 + 6 * z * p.coeff 3 + 12 * z ^ 2 * p.coeff 4
    + 2 * p.coeff 4 * h ^ 2 * (I ^ 2 - 1))) * Complex.I_sq

/-- The Hass-Velicky-Ehrenreich step is exact for polynomials of degree at most three. -/
theorem hveStep_cubic (p : ℂ[X]) (hp : p.natDegree ≤ 3) (z h : ℂ) :
    hveStep (fun x => p.eval x) z h = p.eval (z - I * h) := by
  have h4 : p.coeff 4 = 0 := coeff_eq_zero_of_natDegree_lt (by omega)
  rw [hveStep_quartic p (by omega), h4]
  ring

/-- Among polynomials of degree at most four, and for a nonzero spacing, the step is exact
precisely for those of degree at most three. -/
theorem hveStep_exact_iff (p : ℂ[X]) (hp : p.natDegree ≤ 4) (z h : ℂ) (hh : h ≠ 0) :
    hveStep (fun x => p.eval x) z h = p.eval (z - I * h) ↔ p.natDegree ≤ 3 := by
  refine ⟨fun hx => ?_, fun h3 => hveStep_cubic p h3 z h⟩
  have hq := hveStep_quartic p hp z h
  have h0 : p.coeff 4 * h ^ 4 = 0 := by
    linear_combination (1 / 4 : ℂ) * hq - (1 / 4 : ℂ) * hx
  have h4 : p.coeff 4 = 0 := (mul_eq_zero.mp h0).resolve_right (pow_ne_zero 4 hh)
  rw [natDegree_le_iff_coeff_eq_zero]
  intro N hN
  by_cases hN4 : N = 4
  · rw [hN4, h4]
  · exact coeff_eq_zero_of_natDegree_lt (by omega)

/-- The grid recursion is additive in the two starting rows. -/
theorem hveGrid_add (r₀ s₀ r₁ s₁ : ℤ → ℂ) (m : ℕ) (j : ℤ) :
    hveGrid (r₀ + s₀) (r₁ + s₁) m j = hveGrid r₀ r₁ m j + hveGrid s₀ s₁ m j := by
  have key : ∀ m, (∀ j, hveGrid (r₀ + s₀) (r₁ + s₁) m j
        = hveGrid r₀ r₁ m j + hveGrid s₀ s₁ m j) ∧
      (∀ j, hveGrid (r₀ + s₀) (r₁ + s₁) (m + 1) j
        = hveGrid r₀ r₁ (m + 1) j + hveGrid s₀ s₁ (m + 1) j) := by
    intro m
    induction m with
    | zero => exact ⟨fun _ => rfl, fun _ => rfl⟩
    | succ m ih =>
      refine ⟨ih.2, fun j => ?_⟩
      have hs : ∀ a b : ℤ → ℂ, hveGrid a b (m + 1 + 1) j = 4 * hveGrid a b (m + 1) j
          - hveGrid a b (m + 1) (j + 1) - hveGrid a b (m + 1) (j - 1) - hveGrid a b m j :=
        fun _ _ => rfl
      rw [hs, hs, hs, ih.2 j, ih.2 (j + 1), ih.2 (j - 1), ih.1 j]
      ring
  exact (key m).1 j

/-- Started from exact samples of a polynomial of degree at most three, the recursion
reproduces it on every row. -/
theorem hveGrid_cubic (p : ℂ[X]) (hp : p.natDegree ≤ 3) (z₀ h : ℂ) (m : ℕ) (j : ℤ) :
    hveGrid (sampleRow p z₀ h 0) (sampleRow p z₀ h 1) m j = sampleRow p z₀ h m j := by
  have key : ∀ m,
      (∀ j, hveGrid (sampleRow p z₀ h 0) (sampleRow p z₀ h 1) m j = sampleRow p z₀ h m j) ∧
      (∀ j, hveGrid (sampleRow p z₀ h 0) (sampleRow p z₀ h 1) (m + 1) j
        = sampleRow p z₀ h (m + 1) j) := by
    intro m
    induction m with
    | zero => exact ⟨fun _ => rfl, fun _ => rfl⟩
    | succ m ih =>
      refine ⟨ih.2, fun j => ?_⟩
      have hs : ∀ a b : ℤ → ℂ, hveGrid a b (m + 1 + 1) j = 4 * hveGrid a b (m + 1) j
          - hveGrid a b (m + 1) (j + 1) - hveGrid a b (m + 1) (j - 1) - hveGrid a b m j :=
        fun _ _ => rfl
      rw [hs, ih.2 j, ih.2 (j + 1), ih.2 (j - 1), ih.1 j]
      -- one exact step centred at row `m + 1`, column `j`
      have hc := hveStep_cubic p hp (gridPoint z₀ h (m + 1) j) h
      have e1 : gridPoint z₀ h (m + 1) j + h = gridPoint z₀ h (m + 1) (j + 1) := by
        simp only [gridPoint]; push_cast; ring
      have e2 : gridPoint z₀ h (m + 1) j - h = gridPoint z₀ h (m + 1) (j - 1) := by
        simp only [gridPoint]; push_cast; ring
      have e3 : gridPoint z₀ h (m + 1) j + I * h = gridPoint z₀ h m j := by
        simp only [gridPoint]; push_cast; ring
      have e4 : gridPoint z₀ h (m + 1) j - I * h = gridPoint z₀ h (m + 1 + 1) j := by
        simp only [gridPoint]; push_cast; ring
      simp only [hveStep] at hc
      rw [e1, e2, e3, e4] at hc
      exact hc
  exact (key m).1 j

/-- The amplitude starts with `0` and `ε` and obeys `a (m+2) = 6 a (m+1) - a m`. -/
theorem noiseAmp_rec (ε : ℝ) : noiseAmp ε 0 = 0 ∧ noiseAmp ε 1 = ε ∧
    ∀ m, noiseAmp ε (m + 2) = 6 * noiseAmp ε (m + 1) - noiseAmp ε m := by
  have hs : √2 ^ 2 = (2 : ℝ) := Real.sq_sqrt (by norm_num)
  have h4 : (4 * √2 : ℝ) ≠ 0 := by positivity
  refine ⟨by simp [noiseAmp], ?_, fun m => ?_⟩
  · rw [noiseAmp, div_eq_iff h4]
    ring
  · -- both `3 ± 2√2` solve `x² = 6 x - 1`
    simp only [noiseAmp, pow_add]
    generalize (3 + 2 * √2 : ℝ) ^ m = A
    generalize (3 - 2 * √2 : ℝ) ^ m = B
    linear_combination (ε * (A - B) / (4 * √2) * 4) * hs

/-- For `ε ≥ 0` the amplitude is nonnegative and at least `ε 5^m` at index `m + 1`. -/
theorem noiseAmp_ge (ε : ℝ) (hε : 0 ≤ ε) (m : ℕ) :
    0 ≤ noiseAmp ε m ∧ ε * 5 ^ m ≤ noiseAmp ε (m + 1) := by
  obtain ⟨h0, h1, hr⟩ := noiseAmp_rec ε
  have key : 0 ≤ noiseAmp ε m ∧ 5 * noiseAmp ε m ≤ noiseAmp ε (m + 1) ∧
      ε * 5 ^ m ≤ noiseAmp ε (m + 1) := by
    induction m with
    | zero => simp [h0, h1, hε]
    | succ m ih =>
      obtain ⟨a, b, c⟩ := ih
      have hm : noiseAmp ε (m + 1 + 1) = 6 * noiseAmp ε (m + 1) - noiseAmp ε m := hr m
      refine ⟨by linarith, by linarith, ?_⟩
      rw [pow_succ, ← mul_assoc]
      linarith
  exact ⟨key.1, key.2.2⟩

/-- A zero first row and the noise `ε (-1)^j` in the second give in row `m` the alternating
pattern with amplitude `ε ((3 + 2√2)^m - (3 - 2√2)^m) / (4√2)`. -/
theorem hveGrid_noise (ε : ℝ) (m : ℕ) (j : ℤ) :
    hveGrid 0 (altNoise ε) m j = altNoise (noiseAmp ε m) j := by
  obtain ⟨h0, h1, hr⟩ := noiseAmp_rec ε
  have hn : (-1 : ℂ) ≠ 0 := by norm_num
  have key : ∀ m, (∀ j, hveGrid 0 (altNoise ε) m j = altNoise (noiseAmp ε m) j) ∧
      (∀ j, hveGrid 0 (altNoise ε) (m + 1) j = altNoise (noiseAmp ε (m + 1)) j) := by
    intro m
    induction m with
    | zero =>
      refine ⟨fun j => ?_, fun j => ?_⟩
      · rw [h0]
        simp [hveGrid, altNoise]
      · show altNoise ε j = altNoise (noiseAmp ε 1) j
        rw [h1]
    | succ m ih =>
      refine ⟨ih.2, fun j => ?_⟩
      have hs : ∀ a b : ℤ → ℂ, hveGrid a b (m + 1 + 1) j = 4 * hveGrid a b (m + 1) j
          - hveGrid a b (m + 1) (j + 1) - hveGrid a b (m + 1) (j - 1) - hveGrid a b m j :=
        fun _ _ => rfl
      have hm : noiseAmp ε (m + 1 + 1) = 6 * noiseAmp ε (m + 1) - noiseAmp ε m := hr m
      rw [hs, ih.2 j, ih.2 (j + 1), ih.2 (j - 1), ih.1 j, hm]
      -- both neighbours carry the opposite sign, so the factor 4 becomes 6
      simp only [altNoise, zpow_add_one₀ hn, zpow_sub_one₀ hn]
      generalize (-1 : ℂ) ^ j = s
      push_cast
      ring
  exact (key m).1 j

/-- For samples of a polynomial of degree at most three with noise `ε (-1)^j`, `ε ≥ 0`, in
the second row, the error has modulus `noiseAmp ε m` in row `m`, and at least `ε 5^m` in
row `m + 1`. -/
theorem noisyError_norm (p : ℂ[X]) (hp : p.natDegree ≤ 3) (z₀ h : ℂ) (ε : ℝ) (hε : 0 ≤ ε)
    (m : ℕ) (j : ℤ) :
    ‖noisyError p z₀ h ε m j‖ = noiseAmp ε m ∧
      ε * 5 ^ m ≤ ‖noisyError p z₀ h ε (m + 1) j‖ := by
  have key : ∀ n, ‖noisyError p z₀ h ε n j‖ = noiseAmp ε n := by
    intro n
    -- exact data propagate exactly, the noise propagates on its own
    have ha := hveGrid_add (sampleRow p z₀ h 0) 0 (sampleRow p z₀ h 1) (altNoise ε) n j
    rw [add_zero, hveGrid_cubic p hp, hveGrid_noise] at ha
    have he : noisyError p z₀ h ε n j = (noiseAmp ε n : ℂ) * (-1) ^ j := by
      rw [noisyError, ha, add_sub_cancel_left]
      rfl
    rw [he, norm_mul, norm_zpow, norm_neg, norm_one, one_zpow, mul_one, Complex.norm_real,
      Real.norm_of_nonneg (noiseAmp_ge ε hε n).1]
  exact ⟨key m, by rw [key]; exact (noiseAmp_ge ε hε m).2⟩

/-- For `ε > 0` and degree at most three, the modulus of the error in any column tends to
infinity with the row index. -/
theorem noisyError_tendsto (p : ℂ[X]) (hp : p.natDegree ≤ 3) (z₀ h : ℂ) (ε : ℝ) (hε : 0 < ε)
    (j : ℤ) : Tendsto (fun m => ‖noisyError p z₀ h ε m j‖) atTop atTop := by
  have h5 : Tendsto (fun m : ℕ => ε * 5 ^ m) atTop atTop :=
    (tendsto_pow_atTop_atTop_of_one_lt (by norm_num : (1 : ℝ) < 5)).const_mul_atTop hε
  exact (tendsto_add_atTop_iff_nat 1).mp
    (tendsto_atTop_mono (fun m => (noisyError_norm p hp z₀ h ε hε.le m j).2) h5)

end

end HassVelickyEhrenreich
```

```lean
#print axioms HassVelickyEhrenreich.hveStep_cubic
#print axioms HassVelickyEhrenreich.hveStep_exact_iff
#print axioms HassVelickyEhrenreich.noisyError_tendsto
```

```
'HassVelickyEhrenreich.hveStep_cubic' depends on axioms: [propext, Classical.choice, Quot.sound]
'HassVelickyEhrenreich.hveStep_exact_iff' depends on axioms: [propext, Classical.choice, Quot.sound]
'HassVelickyEhrenreich.noisyError_tendsto' depends on axioms: [propext, Classical.choice, Quot.sound]
```

### What the theorems state

`hveStep_quartic` is the identity with the defect $-4c_4h^4$, for degree at most 4 and all complex $z$ and $h$. `hveStep_cubic` is the first claim of the question. `hveStep_exact_iff` adds that for $h \ne 0$, at any one fixed $z$, a polynomial of degree at most 4 is reproduced exactly if and only if its degree is at most 3.

`hveGrid_noise` is the second claim: a zero row $0$ and `altNoise ε` in row $1$ give $a_m(-1)^j$ in row $m$, for every real $\varepsilon$ of either sign. `noiseAmp_ge` gives the bound for $\varepsilon \ge 0$ in the form `ε * 5 ^ m ≤ noiseAmp ε (m + 1)`. This is $a_m \ge \varepsilon 5^{m-1}$ for $m \ge 1$ with the index shifted by one, which avoids subtraction in $\mathbb N$; at $m = 0$ the Lean statement reads $\varepsilon \le a_1$ and holds with equality.

`noisyError_norm` combines these: for any polynomial of degree at most 3, any $z_0$ and $h$, and $\varepsilon \ge 0$, $|E_{m,j}| = a_m$ and $|E_{m+1,j}| \ge \varepsilon 5^m$ in every column. The choice $p = 0$ is the pure-noise case. `noisyError_tendsto` states that for $\varepsilon > 0$ and each fixed $j$, $|E_{m,j}| \to \infty$ as $m \to \infty$.

### How the proofs follow the derivation

In `hveStep_quartic` the auxiliary fact `e` writes $p(x)$ as $c_0 + c_1x + \dots + c_4x^4$. With $i$ treated as a formal symbol, the difference of the two sides is $-h^2\,[\,2q + 2c_4h^2(i^2-1)\,]\,(i^2+1)$. The `linear_combination` supplies the factor in front of $(i^2+1)$ as the coefficient of `Complex.I_sq`, so both cancellations of the derivation come from the one relation $i^2 = -1$. `hveStep_exact_iff` subtracts the exactness hypothesis from this identity to obtain $c_4h^4 = 0$, then checks that all coefficients above the third vanish: the fourth by this result, the higher ones by the degree bound.

The three grid theorems `hveGrid_add`, `hveGrid_cubic` and `hveGrid_noise` use the same induction. The statement `key` holds rows $m$ and $m+1$ together, for all columns at once, because row $m+2$ needs both rows and three columns. In `hveGrid_cubic` the equations `e1` to `e4` are the four neighbour relations, and they turn `hveStep_cubic` at $z_{m+1,j}$ into the recursion for the samples. In `hveGrid_noise`, `zpow_add_one₀` and `zpow_sub_one₀` express $(-1)^{j\pm1}$ through $(-1)^j$, and the factor $6$ then follows by `ring`.

`noiseAmp_rec` names the $m$-th powers $A$ and $B$ of $\lambda_\pm$ and closes the recurrence with a multiple of $(\sqrt2)^2 = 2$; the factor $4$ in the coefficient is the one in $4(s^2-2)$. `noiseAmp_ge` carries the three inequalities, each step being linear. `noisyError_norm` splits the data with `hveGrid_add`, applies `hveGrid_cubic` and `hveGrid_noise` to the parts, obtains $E_{n,j} = a_n(-1)^j$ for a row $n$ as `he`, and takes the modulus. `noisyError_tendsto` compares with $\varepsilon 5^m$ and undoes the index shift.

### Remarks

In electronic-structure work the step serves to carry a Green function from complex energies towards the real axis, and the theorems describe it for polynomial data of degree at most 3 or 4, an unbounded grid and one noise pattern injected in one row. A Green function has poles or cuts and is not a cubic, so a step in general also makes a truncation error, although it can vanish at particular points. The file gives that error only for quartics and only for a single step, and it does not follow it through the grid.

The arithmetic of the recursion is exact here: no rounding is added in later rows, and row $0$ is free of noise. The alternating row is one fixed perturbation, and no theorem compares it with other patterns or bounds the growth of general noise. For fixed $h > 0$ only finitely many rows lie between a starting energy in the upper half-plane and the real axis, so the limit $m \to \infty$ describes the recursion and not a continuation that stops at the axis. The amplitude $a_m$ depends on the number of rows and not on $h$. One consequence, drawn by hand from this and absent from the file, is that covering a fixed distance towards the real axis with a smaller spacing takes more rows and so amplifies the alternating noise more.
